# Electron transfer at an electrode: in a symmetric one-coordinate model, a level half-width below $2\lambda/\pi$ gives a barrier at $q=1/2$

Take one electron level of energy $e=1-2q$, measured from the Fermi level of an electrode at zero temperature, where $q$ is a solvent coordinate and the energy unit is the reorganisation energy $\lambda$. The electrode broadens the level to a Lorentzian of half-width $W=1/2$, in the same energy unit. At $q=1/2$ the level lies at the Fermi level and its occupation is $n=1/2$. At $q=5/8$ it has sunk to $e=-1/4$, and $n=1/2+\arctan(1/2)/\pi\approx0.648$.

The slope of the adiabatic energy is $2(q-n)$, as derived below. It vanishes at $q=1/2$ and is negative at $q=5/8$, because the occupation has run ahead of the coordinate. The energy therefore falls as the system leaves the symmetric point, until $q=3/4$, where $n=3/4$ and the slope vanishes again. With $W=1$ the occupation at $q=3/4$ is only about $0.648$, and the slope there is positive. The change between the two behaviours comes at $W=2/\pi\approx0.637$.

## The level, its occupation and its energy

For a general reorganisation energy $\lambda$ (`lam` in the code), the level energy is $e=\lambda(1-2q)$.

```lean
import Mathlib

open Filter Topology Set

namespace ElectrodeAdiabaticBarrier

noncomputable section

/-- Energy of the electron level, relative to the Fermi level, at reaction coordinate `q`. -/
def level (lam q : ℝ) : ℝ := lam * (1 - 2 * q)
```

Integrating the Lorentzian density of states up to the Fermi level gives

$$n=\int_{-\infty}^{0}\frac{1}{\pi}\frac{W}{(\varepsilon-e)^2+W^2}\,d\varepsilon=\frac12-\frac1\pi\arctan\frac eW .$$

The code takes the right-hand side as its definition of the occupation.

```lean
/-- Occupation of the level when the electrode broadens it to a half-width `W > 0`. -/
def occupation (lam W q : ℝ) : ℝ := 1 / 2 - Real.arctan (level lam q / W) / Real.pi
```

The adiabatic energy is

$$E(q)=\lambda q^2+e\,n+\frac{W}{2\pi}\ln(e^2+W^2).$$

The first term is the solvent energy with the level empty. The other two are the electronic energy, up to a constant independent of $q$. With the level full and unbroadened, the total would be $\lambda q^2+e=\lambda(1-q)^2$, so the two parabolas have equal minima and cross at $q=1/2$.

```lean
/-- Adiabatic energy along the reaction coordinate, for a half-width `W > 0`. -/
def energy (lam W q : ℝ) : ℝ :=
  lam * q ^ 2 + level lam q * occupation lam W q
    + W / (2 * Real.pi) * Real.log (level lam q ^ 2 + W ^ 2)
```

This is a model of non-interacting electrons at zero temperature, with one spinless level, a wide structureless band, one classical coordinate and no driving force. In Lean all quantities are real numbers, and $q$ is not confined to $[0,1]$.

## Positive half-width: the energy is smooth

The condition $W>0$ says that the level really exchanges electrons with the electrode. By hand it enters when $E$ is differentiated. Since $e'=-2\lambda$,

$$n'=\frac{2\lambda W}{\pi(e^2+W^2)},\qquad \frac{d}{dq}\,\frac{W}{2\pi}\ln(e^2+W^2)=-\frac{2\lambda We}{\pi(e^2+W^2)}=-e\,n'.$$

The logarithm cancels the term $e\,n'$, which leaves

$$E'=2\lambda q-2\lambda n+e\,n'-e\,n'=2\lambda(q-n).$$

`HasDerivAt` in the theorem below says that $E$ is differentiable at $q$ with this slope. In the proof, `hW` makes $e^2+W^2$ nonzero. The steps `he` and `hn` give $e'$ and $n'$, and the closing `ring` performs the cancellation.

```lean
/-- For `W > 0` the slope of the adiabatic energy is `2 lam (q - n)`, with `n` the occupation. -/
theorem hasDerivAt_energy {W : ℝ} (hW : 0 < W) (lam q : ℝ) :
    HasDerivAt (energy lam W) (2 * lam * (q - occupation lam W q)) q := by
  have hpi := Real.pi_pos
  have hD : level lam q ^ 2 + W ^ 2 ≠ 0 := by positivity
  have hL : 1 + (level lam q / W) ^ 2 = (level lam q ^ 2 + W ^ 2) / W ^ 2 := by
    rw [div_pow, add_div, div_self (pow_ne_zero 2 hW.ne')]
    ring
  have he : HasDerivAt (level lam) (-2 * lam) q :=
    ((((hasDerivAt_id' q).const_mul 2).const_sub 1).const_mul lam).congr_deriv (by ring)
  have hn : HasDerivAt (occupation lam W)
      (2 * lam * W / Real.pi / (level lam q ^ 2 + W ^ 2)) q := by
    refine (((he.div_const W).arctan.div_const Real.pi).const_sub (1 / 2)).congr_deriv ?_
    rw [hL, one_div_div]
    generalize level lam q ^ 2 + W ^ 2 = D at hD ⊢
    field_simp
  have hs : HasDerivAt (fun y => level lam y ^ 2) (2 * level lam q * (-2 * lam)) q :=
    (he.fun_pow 2).congr_deriv (by norm_num)
  have hq : HasDerivAt (fun y : ℝ => y ^ 2) (2 * q) q :=
    ((hasDerivAt_id' q).fun_pow 2).congr_deriv (by norm_num)
  -- the logarithm cancels the change of the occupation
  exact (((hq.const_mul lam).fun_add (he.fun_mul hn)).fun_add
    (((hs.add_const (W ^ 2)).log hD).const_mul (W / (2 * Real.pi)))).congr_deriv (by ring)
```

Now put $v=q-1/2$ and $c=2\lambda/W$. Then $e/W=-cv$, and because the arctangent is odd, $n=1/2+\arctan(cv)/\pi$. Hence

$$E'=\frac{2\lambda}{\pi}\bigl(\pi v-\arctan(cv)\bigr).$$

The next theorem is this formula, with `h` supplying $e/W=-cv$.

```lean
/-- For `W > 0`, the slope of the energy written in the displacement `q - 1/2`. -/
theorem deriv_energy {W : ℝ} (hW : 0 < W) (lam q : ℝ) :
    deriv (energy lam W) q = 2 * lam / Real.pi *
      (Real.pi * (q - 1 / 2) - Real.arctan (2 * lam / W * (q - 1 / 2))) := by
  have h : level lam q / W = -(2 * lam / W * (q - 1 / 2)) := by
    unfold level
    ring
  rw [(hasDerivAt_energy hW lam q).deriv, occupation, h, Real.arctan_neg]
  generalize Real.arctan (2 * lam / W * (q - 1 / 2)) = A
  have hpi := Real.pi_ne_zero
  field_simp
  ring
```

The reflection $q\to1-q$ needs no hypothesis. It sends $e$ to $-e$ and $n$ to $1-n$, so the energy becomes $\lambda(1-q)^2-e+e\,n$ plus the same logarithm, and $\lambda(1-q)^2-e=\lambda q^2$.

```lean
/-- The energy is unchanged under the reflection `q → 1 - q`. -/
theorem energy_reflect (lam W q : ℝ) : energy lam W (1 - q) = energy lam W q := by
  have h : level lam (1 - q) = -level lam q := by
    unfold level
    ring
  have he : level lam q = lam * (1 - 2 * q) := rfl
  unfold energy occupation
  rw [h, neg_div, Real.arctan_neg, neg_sq]
  linear_combination (-1) * he
```

As $W\to0$ with $\lambda>0$, the occupation becomes a step and the energy becomes the lower of the two parabolas, with a cusp at $q=1/2$. Lean's convention for division by zero would instead give $n=1/2$ everywhere at $W=0$. For negative $W$ and $\lambda>0$ the formula would empty the level as it sinks; the slope would then have the sign of $v$, and $q=1/2$ would be a minimum.

## Half-width below $2\lambda/\pi$: the occupation runs ahead

The condition $W<2\lambda/\pi$ is the same as $c>\pi$. It says that near $q=1/2$ the occupation changes faster than the coordinate, since $n'(1/2)=c/\pi$. Together with $W>0$ it forces $\lambda>0$, which is why the next two theorems do not list that condition.

By hand, start from $\sin t<t$ at $t=\arctan x$ with $x>0$:

$$\arctan x>\frac{x}{\sqrt{1+x^2}}\ge\frac{x}{1+x^2}.$$

Set $x=cv$. The last expression is at least $\pi v$ as long as $1+c^2v^2\le c/\pi$, that is, for $0<v\le r$ with $r=\sqrt{c/\pi-1}/c$. The hypothesis $c>\pi$ is what makes $r$ positive. On this interval $\pi v<\arctan(cv)$, so $E'<0$.

The lemma states that such an $r$ exists, and its proof supplies this value. `hx2` is the condition on $v$, and `Real.sin_lt` gives the bound on the arctangent.

```lean
/-- For `0 < W < 2 lam / π`, the arctangent term of the slope outweighs the linear term
at all sufficiently small positive displacements `v`. -/
theorem outward_force {lam W : ℝ} (hW : 0 < W) (h : W < 2 * lam / Real.pi) :
    ∃ r, 0 < r ∧ ∀ v, 0 < v → v ≤ r → Real.pi * v < Real.arctan (2 * lam / W * v) := by
  have hpi := Real.pi_pos
  have hc : Real.pi < 2 * lam / W := by
    rw [lt_div_iff₀ hpi] at h
    rw [lt_div_iff₀ hW]
    linarith
  generalize 2 * lam / W = c at hc ⊢
  have hc0 : 0 < c := hpi.trans hc
  have hr : 0 < c / Real.pi - 1 := sub_pos.mpr ((one_lt_div hpi).mpr hc)
  refine ⟨√(c / Real.pi - 1) / c, div_pos (Real.sqrt_pos.mpr hr) hc0, fun v hv hvr => ?_⟩
  have hx : 0 < c * v := mul_pos hc0 hv
  have hxr : c * v ≤ √(c / Real.pi - 1) := by
    rw [le_div_iff₀ hc0] at hvr
    linarith
  have hx2 : 1 + (c * v) ^ 2 ≤ c / Real.pi := by
    have h1 := pow_le_pow_left₀ hx.le hxr 2
    rw [Real.sq_sqrt hr.le] at h1
    linarith
  rw [le_div_iff₀ hpi] at hx2
  have h0 : Real.pi * v ≤ c * v / (1 + (c * v) ^ 2) := by
    rw [le_div_iff₀ (by positivity)]
    linarith [mul_le_mul_of_nonneg_right hx2 hv.le]
  generalize c * v = x at hx h0 ⊢
  -- sin t < t at t = arctan x bounds the arctangent from below
  have hat : 0 < Real.arctan x := by simpa using Real.arctan_strictMono hx
  have h1 := Real.sin_lt hat
  rw [Real.sin_arctan] at h1
  have h2 : √(1 + x ^ 2) ≤ 1 + x ^ 2 :=
    Real.sqrt_le_iff.mpr ⟨by positivity, by nlinarith [sq_nonneg x, sq_nonneg (x ^ 2)]⟩
  have h3 : x / (1 + x ^ 2) ≤ x / √(1 + x ^ 2) := by gcongr
  exact (h0.trans h3).trans_lt h1
```

A second stationary point follows. At $v=r$ the function $\pi v-\arctan(cv)$ is negative. At $v=1/2$ it equals $\pi/2-\arctan(c/2)$, which is positive. Also $r<1/2$, because $\pi r<\arctan(cr)<\pi/2$. The intermediate value theorem, `intermediate_value_Ioo` in the proof, gives a zero $u$ between $r$ and $1/2$, and $a=1/2+u$ is stationary with $1/2<a<1$.

```lean
/-- For `0 < W < 2 lam / π` the energy has a stationary point strictly between `1/2` and `1`. -/
theorem displaced_stationary {lam W : ℝ} (hW : 0 < W) (h : W < 2 * lam / Real.pi) :
    ∃ a, 1 / 2 < a ∧ a < 1 ∧ deriv (energy lam W) a = 0 := by
  obtain ⟨r, hr, hf⟩ := outward_force hW h
  have hfr := hf r hr le_rfl
  have hr2 : r < 1 / 2 := by
    nlinarith [Real.arctan_lt_pi_div_two (2 * lam / W * r), Real.pi_pos]
  have hcont : Continuous (fun v : ℝ => Real.pi * v - Real.arctan (2 * lam / W * v)) :=
    (continuous_const.mul continuous_id).sub
      (Real.continuous_arctan.comp (continuous_const.mul continuous_id))
  obtain ⟨u, hu, hu0⟩ := intermediate_value_Ioo hr2.le hcont.continuousOn
    (show (0 : ℝ) ∈ Ioo _ _ from
      ⟨by linarith, by linarith [Real.arctan_lt_pi_div_two (2 * lam / W * (1 / 2))]⟩)
  have hu1 : Real.pi * u - Real.arctan (2 * lam / W * u) = 0 := hu0
  refine ⟨1 / 2 + u, by linarith [hu.1], by linarith [hu.2], ?_⟩
  rw [deriv_energy hW, add_sub_cancel_left, hu1, mul_zero]
```

## Positive $\lambda$ and half-width at least $2\lambda/\pi$: one stationary point

Here $\lambda>0$ says that displacing the solvent costs energy, and $W\ge2\lambda/\pi$ that the broadening is strong enough for the occupation to lag behind the coordinate. Together they imply $W>0$. Now $0<c\le\pi$, and for $v>0$

$$\arctan(cv)<cv\le\pi v,$$

so $E'>0$. Both terms of the slope are odd in $v$, so $E'<0$ for $v<0$, and only $v=0$ is stationary.

In the proof, `key` is the displayed inequality. Its strict part comes from $t<\tan t$ at $t=\arctan(cv)$. `lt_trichotomy` then separates negative, zero and positive $v$.

```lean
/-- For `lam > 0` and `W ≥ 2 lam / π`, `q = 1/2` is the only stationary point of the energy. -/
theorem single_stationary {lam W : ℝ} (hlam : 0 < lam) (h : 2 * lam / Real.pi ≤ W) (q : ℝ) :
    deriv (energy lam W) q = 0 ↔ q = 1 / 2 := by
  have hk : 0 < 2 * lam / Real.pi := div_pos (by linarith) Real.pi_pos
  have hW : 0 < W := hk.trans_le h
  have hc : 2 * lam / W ≤ Real.pi := by
    rw [div_le_iff₀ Real.pi_pos] at h
    rw [div_le_iff₀ hW]
    linarith
  -- at positive v the arctangent term of the slope is smaller than the linear term
  have key : ∀ v, 0 < v → Real.arctan (2 * lam / W * v) < Real.pi * v := by
    intro v hv
    have hx : 0 < 2 * lam / W * v := by positivity
    have hat : 0 < Real.arctan (2 * lam / W * v) := by
      simpa using Real.arctan_strictMono hx
    have h1 := Real.lt_tan hat (Real.arctan_lt_pi_div_two _)
    rw [Real.tan_arctan] at h1
    exact h1.trans_le (mul_le_mul_of_nonneg_right hc hv.le)
  rw [deriv_energy hW, mul_eq_zero, or_iff_right hk.ne', sub_eq_zero]
  constructor
  · intro he
    rcases lt_trichotomy (q - 1 / 2) 0 with h1 | h1 | h1
    · have h2 := key (-(q - 1 / 2)) (by linarith)
      rw [mul_neg, mul_neg, Real.arctan_neg] at h2
      linarith
    · linarith
    · exact absurd he (key _ h1).ne'
  · rintro rfl
    simp
```

If $\lambda=0$, the energy is constant and every $q$ is stationary, although $W\ge0=2\lambda/\pi$ holds for any positive $W$; this example rules out only $\lambda=0$. If the bound on $W$ fails while $W$ stays positive, the point $a$ found above is a further stationary point. That gives the converse, and with it the equivalence: for $\lambda,W>0$, the slope vanishes at $q=1/2$ and nowhere else exactly when $W\ge2\lambda/\pi$.

```lean
/-- For `lam, W > 0`, the point `q = 1/2` is the only stationary point of the energy
exactly when `W ≥ 2 lam / π`. -/
theorem unique_stationary_iff {lam W : ℝ} (hlam : 0 < lam) (hW : 0 < W) :
    (∀ q, deriv (energy lam W) q = 0 ↔ q = 1 / 2) ↔ 2 * lam / Real.pi ≤ W := by
  refine ⟨fun hu => ?_, fun h => single_stationary hlam h⟩
  by_contra hn
  obtain ⟨a, ha, _, hst⟩ := displaced_stationary hW (not_le.mp hn)
  exact ha.ne' ((hu a).mp hst)
```

The signs of $E'$ found by hand also make $q=1/2$ a minimum in this regime, but the theorem speaks only of stationary points.

## The barrier for $0<W<2\lambda/\pi$

With both bounds on $W$ in force, $E'<0$ for $0<v\le r$, so $E$ falls strictly from $q=1/2$ to $q=1/2+r$. The reflection symmetry carries this to the left side. Every $q\ne1/2$ within distance $r$ of $1/2$ therefore has $E(q)<E(1/2)$. For $v\ge1/2$ the slope is positive, since $\pi v\ge\pi/2>\arctan(cv)$, so the energy rises again further out. There is thus a minimum on each side, and $q=1/2$ is the top of a barrier between them. The theorem below states only the local maximum.

In the statement, `∀ᶠ q in 𝓝[≠] (1 / 2 : ℝ)` means "for all $q\neq1/2$ sufficiently close to $1/2$", which makes $q=1/2$ a strict local maximum. The proof obtains `hanti`, the strict fall on the right, from the negative slope. For $q<1/2$ it first rewrites the energy with `energy_reflect`.

```lean
/-- For `0 < W < 2 lam / π`, the point `q = 1/2` is a strict local maximum of the energy. -/
theorem transfer_barrier {lam W : ℝ} (hW : 0 < W) (h : W < 2 * lam / Real.pi) :
    ∀ᶠ q in 𝓝[≠] (1 / 2 : ℝ), energy lam W q < energy lam W (1 / 2) := by
  obtain ⟨r, hr, hf⟩ := outward_force hW h
  have hanti : StrictAntiOn (energy lam W) (Icc (1 / 2) (1 / 2 + r)) := by
    refine strictAntiOn_of_deriv_neg (convex_Icc _ _)
      (fun x _ => (hasDerivAt_energy hW lam x).continuousAt.continuousWithinAt) fun x hx => ?_
    rw [interior_Icc] at hx
    rw [deriv_energy hW]
    exact mul_neg_of_pos_of_neg (hW.trans h)
      (sub_neg.mpr (hf _ (by linarith [hx.1]) (by linarith [hx.2])))
  have hnear : Ioo (1 / 2 - r) (1 / 2 + r) ∈ 𝓝 (1 / 2 : ℝ) :=
    Ioo_mem_nhds (by linarith) (by linarith)
  filter_upwards [self_mem_nhdsWithin, mem_nhdsWithin_of_mem_nhds hnear] with q hne hq
  have hne' : q ≠ 1 / 2 := hne
  rcases lt_or_gt_of_ne hne' with h1 | h1
  · rw [← energy_reflect lam W q]
    exact hanti ⟨le_rfl, by linarith⟩ ⟨by linarith, by linarith [hq.1]⟩ (by linarith)
  · exact hanti ⟨le_rfl, by linarith⟩ ⟨h1.le, hq.2.le⟩ h1

end

end ElectrodeAdiabaticBarrier
```

For simulations of electrode kinetics, the result gives the range of half-widths in which the adiabatic energy has a barrier top at $q=1/2$, within this non-interacting, zero-temperature, one-coordinate model without driving force. It gives neither the barrier height nor a rate, and it does not tell whether the coupling is strong enough for the system to follow the adiabatic energy.

```lean
#print axioms ElectrodeAdiabaticBarrier.unique_stationary_iff
#print axioms ElectrodeAdiabaticBarrier.transfer_barrier
```

```
'ElectrodeAdiabaticBarrier.unique_stationary_iff' depends on axioms: [propext, Classical.choice, Quot.sound]
'ElectrodeAdiabaticBarrier.transfer_barrier' depends on axioms: [propext, Classical.choice, Quot.sound]
```
